# The shooting value of a chain with uniform coupling $-1$ equals $\det(H - E)$

Let $V_1, V_2, \dots$ and $E$ be elements of a commutative ring $R$, and define the shooting sequence by
$$u_0 = 0,\qquad u_1 = 1,\qquad u_{j+1} = (V_j - E)\,u_j - u_{j-1}\quad (j \ge 1).$$
Let $H_n$ be the $n \times n$ matrix with diagonal $V_1, \dots, V_n$, entries $-1$ between neighbouring sites and $0$ elsewhere, and let $I$ be the identity. Then for every $n \ge 0$
$$u_{n+1} = \det(H_n - E\,I).$$
Three consequences follow: $\det \operatorname{tridiag}(-1,2,-1) = n+1$; if $R$ is an integral domain, $u_{n+1} = 0$ exactly when $H_n\psi = E\psi$ has a nonzero solution; and over a field the ratio of successive determinants obeys a one-step recursion wherever the determinants divided by are nonzero.

The matrix $H_n$ arises from the one-dimensional Schrödinger equation $-\frac{\hbar^2}{2m}\psi'' + U\psi = \varepsilon\psi$ for a particle of mass $m$ and energy $\varepsilon$ in a potential $U$. On a grid of spacing $\Delta$, with $\psi_j$ and $U_j$ the values at grid point $j$, the three-point formula replaces $\psi''$ by $(\psi_{j+1} - 2\psi_j + \psi_{j-1})/\Delta^2$. Multiplying by $2m\Delta^2/\hbar^2$ gives
$$-\psi_{j-1} + V_j\psi_j - \psi_{j+1} = E\psi_j,\qquad V_j = 2 + \frac{2m\Delta^2}{\hbar^2}U_j,\qquad E = \frac{2m\Delta^2}{\hbar^2}\varepsilon .$$
The fixed off-diagonal $-1$ therefore stands for the kinetic coupling $-\hbar^2/2m\Delta^2$ with its magnitude taken as the unit of energy, or equally for a uniform nearest-neighbour hopping in a tight-binding chain. For a single particle on such a finite chain with hard walls, the result says that integrating outward from one wall and reading off the value at the other evaluates the secular determinant, with one recurrence step per site.

```lean
import Mathlib

open Matrix

namespace ShootingDeterminant

variable {R : Type*} [CommRing R]
```

Only addition, subtraction and commutative multiplication enter the main identity. It applies to real or complex $V$ and $E$, to integers, and to polynomials in which $E$ is the indeterminate; no reality or positivity of $V$ is assumed.

## The recurrence and the matrix

Solving the difference equation at site $j$ for $\psi_{j+1}$ gives the recurrence above. The start $u_0 = 0$ is the hard wall at site $0$, and $u_1 = 1$ fixes the scale of the solution, which is not normalised in the quantum-mechanical sense. In Lean, `shoot V E j` is $u_j$. The recursive clause is written for index `j + 2`, that is $u_{j+2} = (V_{j+1} - E)u_{j+1} - u_j$ for $j \ge 0$, the same rule with the index moved by one.

```lean
/-- The shooting solution at energy `E`: `u 0 = 0`, `u 1 = 1` and
`u (j+1) = (V j - E) u j - u (j-1)` for `j ≥ 1`. -/
def shoot (V : ℕ → R) (E : R) : ℕ → R
  | 0 => 0
  | 1 => 1
  | j + 2 => (V (j + 1) - E) * shoot V E (j + 1) - shoot V E j
```

The matrix `chain V n` is $H_n$, written $H_n(V)$ when the diagonal has to be named. Its rows and columns are indexed by `Fin n`, which runs from $0$ to $n-1$, and the Lean index `i` is site $i+1$; this is why the diagonal entry reads `V (i + 1)`. The value `V 0` is never used. The first row has no entry for site $0$ and the last none for site $n+1$, so $H_n\psi = E\psi$ is the difference equation with $\psi_0 = \psi_{n+1} = 0$. There is no corner entry closing the chain into a ring.

```lean
/-- The tridiagonal Hamiltonian on sites `1, …, n`: diagonal `V 1, …, V n`, entry `-1`
between neighbouring sites, zero elsewhere. -/
def chain (V : ℕ → R) (n : ℕ) : Matrix (Fin n) (Fin n) R :=
  Matrix.of fun i j =>
    if (i : ℕ) = j then V (i + 1)
    else if (i : ℕ) + 1 = j ∨ (j : ℕ) + 1 = i then -1 else 0
```

The argument removes sites from the left end, so it needs the potential seen from one site further in: $(\sigma V)_j = V_{j+1}$, and $(\sigma^2 V)_j = V_{j+2}$. This is `shift V` and `shift (shift V)`.

```lean
/-- The potential with the sites relabelled by one step: site `j` carries `V (j+1)`. -/
def shift (V : ℕ → R) : ℕ → R := fun j => V (j + 1)
```

## Removing the first site and absorbing the energy

Let $d_1, d_2, \dots$ be any sequence of diagonal values. Deleting the first row and column of $H_{n+1}(d)$ leaves diagonal $d_2, \dots, d_{n+1}$ with the same $-1$ couplings, which is $H_n(\sigma d)$. In Lean the deletion is `submatrix Fin.succ Fin.succ`, which reads the old matrix at indices raised by one. The comparison is entry by entry: the conditions $i+1 = j+1$ and $i+2 = j+1$ reduce to $i = j$ and $i+1 = j$ by cancelling the common $1$.

```lean
/-- Deleting the first row and column of the chain Hamiltonian leaves the chain
Hamiltonian of the shifted potential. -/
theorem chain_submatrix (d : ℕ → R) (n : ℕ) :
    (chain d (n + 1)).submatrix Fin.succ Fin.succ = chain (shift d) n := by
  ext i j
  simp only [chain, shift, submatrix_apply, of_apply, Fin.val_succ, add_left_inj]
```

Subtracting $E\,I$ changes only the diagonal, so $H_n(V) - E\,I = H_n(V - E)$, where $V - E$ is the sequence $V_j - E$. The two cases of `by_cases` are the diagonal and the off-diagonal entries.

```lean
/-- Subtracting the energy from the Hamiltonian lowers each on-site value by `E`. -/
theorem chain_sub (V : ℕ → R) (E : R) (n : ℕ) :
    chain V n - E • (1 : Matrix (Fin n) (Fin n) R) = chain (fun j => V j - E) n := by
  ext i j
  by_cases h : i = j
  · subst h
    simp [chain]
  · have h' : ¬ (i : ℕ) = j := fun e => h (Fin.ext e)
    simp [chain, h', one_apply_ne h]
```

## Laplace expansion at the left end

Write $D_n(d) = \det H_n(d)$, with $D_0 = 1$ for the empty matrix. The first row of $H_{n+2}(d)$ is $(d_1, -1, 0, \dots, 0)$. With $M_{11}$ and $M_{12}$ the minors that delete the row of site $1$ and the column of site $1$ or $2$,
$$D_{n+2}(d) = d_1 M_{11} + (-1)^{1+2}(-1)\,M_{12} = d_1 M_{11} + M_{12}.$$
The first minor is $M_{11} = D_{n+1}(\sigma d)$ by the deletion lemma. The second keeps rows $2, \dots, n+2$ and columns $1, 3, \dots, n+2$. Its first column is $(-1, 0, \dots, 0)^{T}$, since only site $2$ couples to site $1$, and deleting that column with the top row leaves sites $3, \dots, n+2$. Hence $M_{12} = -D_n(\sigma^2 d)$ and
$$D_{n+2}(d) = d_1\,D_{n+1}(\sigma d) - D_n(\sigma^2 d).$$
At $n = 0$ this reads $D_2 = d_1 d_2 - 1$.

In the code, `h2` is the statement $M_{12} = -D_n(\sigma^2 d)$. Within it, `e` identifies the doubly deleted matrix with $H_n(\sigma^2 d)$, `a` and `b` give the column $(-1, 0, \dots, 0)^{T}$, and `det_succ_column_zero` is the expansion along that column. The facts `a00`, `a01` and `a0` are the entries of the first row, `det_succ_row_zero` expands along it, two uses of `Fin.sum_univ_succ` split off the two surviving terms, and `ring` collects the signs.

```lean
/-- Three-term recursion of the chain determinant under removal of the first one and the
first two sites. -/
theorem det_chain_succ_succ (d : ℕ → R) (n : ℕ) :
    (chain d (n + 2)).det =
      d 1 * (chain (shift d) (n + 1)).det - (chain (shift (shift d)) n).det := by
  -- the minor of the entry (first, second): its first column has a single entry `-1`
  have h2 : ((chain d (n + 2)).submatrix Fin.succ
      (Fin.succ (0 : Fin (n + 1))).succAbove).det = -(chain (shift (shift d)) n).det := by
    have e : ((chain d (n + 2)).submatrix Fin.succ
        (Fin.succ (0 : Fin (n + 1))).succAbove).submatrix (Fin.succAbove 0) Fin.succ
        = chain (shift (shift d)) n := by
      ext i j
      simp only [submatrix_apply, Fin.succAbove_zero, Fin.succ_succAbove_succ, chain, shift,
        of_apply, Fin.val_succ, add_left_inj]
    have a : chain d (n + 2) (Fin.succ 0)
        ((Fin.succ (0 : Fin (n + 1))).succAbove 0) = -1 := by
      simp [chain]
    have b : ∀ i : Fin n, chain d (n + 2) (Fin.succ (Fin.succ i))
        ((Fin.succ (0 : Fin (n + 1))).succAbove 0) = 0 := by
      intro i
      simp [chain]
    rw [det_succ_column_zero, Fin.sum_univ_succ, e]
    simp only [submatrix_apply, a, b, Fin.val_zero, mul_zero, zero_mul, Finset.sum_const_zero]
    ring
  have a00 : chain d (n + 2) 0 0 = d 1 := by simp [chain]
  have a01 : chain d (n + 2) 0 (Fin.succ 0) = -1 := by simp [chain]
  have a0 : ∀ i : Fin n, chain d (n + 2) 0 (Fin.succ (Fin.succ i)) = 0 := by
    intro i
    simp [chain]
  -- expand along the first row: only two entries survive
  rw [det_succ_row_zero, Fin.sum_univ_succ, Fin.sum_univ_succ, h2, Fin.succAbove_zero,
    chain_submatrix]
  simp only [a00, a01, a0, Fin.val_zero, Fin.val_succ, mul_zero, zero_mul,
    Finset.sum_const_zero]
  ring
```

## The shooting values obey the same left-end recursion

The determinant recursion acts at site $1$, while the shooting recurrence advances at the far end. To compare them the shooting value is rewritten in terms of solutions started further in. Let $u'_k$ and $u''_k$ be the shooting sequences of $\sigma V$ and $\sigma^2 V$ at the same $E$. The claim is
$$u_{n+2} = (V_1 - E)\,u'_{n+1} - u''_n \qquad (n \ge 0).$$
For $n = 0$ both sides are $V_1 - E$, because $u'_1 = 1$ and $u''_0 = 0$. For $n = 1$ the left side is $(V_2 - E)(V_1 - E) - 1$ and the right side is $(V_1 - E)(V_2 - E) - 1$, equal by commutativity. For the step from $n$ and $n+1$ to $n+2$, the three sequences all pass through the same physical site, since $(\sigma V)_{n+2} = (\sigma^2 V)_{n+1} = V_{n+3}$:
$$u_{n+4} = (V_{n+3} - E)u_{n+3} - u_{n+2},\quad u'_{n+3} = (V_{n+3} - E)u'_{n+2} - u'_{n+1},\quad u''_{n+2} = (V_{n+3} - E)u''_{n+1} - u''_n .$$
Multiplying the claim at $n+1$ by $V_{n+3} - E$ and subtracting the claim at $n$ gives
$$u_{n+4} = (V_1 - E)\bigl[(V_{n+3} - E)u'_{n+2} - u'_{n+1}\bigr] - \bigl[(V_{n+3} - E)u''_{n+1} - u''_n\bigr] = (V_1 - E)u'_{n+3} - u''_{n+2}.$$
This is superposition for a linear second-order recurrence: a combination of solutions that agrees with $u$ at two consecutive sites agrees with it at all later ones. In Lean `a`, `b`, `c` are the three recurrences, `h0` and `h1` the claim at $n$ and $n+1$, and `linear_combination (V (n + 3) - E) * h1 - h0` is the multiplication and subtraction just done.

```lean
/-- The shooting value is a combination of the shooting values started one and two sites
further along the chain. -/
theorem shoot_front (V : ℕ → R) (E : R) : ∀ n : ℕ,
    shoot V E (n + 2) =
      (V 1 - E) * shoot (shift V) E (n + 1) - shoot (shift (shift V)) E n
  | 0 => rfl
  | 1 => by
    show (V 2 - E) * ((V 1 - E) * 1 - 0) - 1 = (V 1 - E) * ((V 2 - E) * 1 - 0) - 1
    ring
  | n + 2 => by
    have h0 := shoot_front V E n
    have h1 := shoot_front V E (n + 1)
    -- all three sequences take their last step through the same site `n + 3`
    have a : shoot V E (n + 2 + 2) =
        (V (n + 3) - E) * shoot V E (n + 1 + 2) - shoot V E (n + 2) := rfl
    have b : shoot (shift V) E (n + 2 + 1) =
        (V (n + 3) - E) * shoot (shift V) E (n + 1 + 1) - shoot (shift V) E (n + 1) := rfl
    have c : shoot (shift (shift V)) E (n + 2) =
        (V (n + 3) - E) * shoot (shift (shift V)) E (n + 1)
          - shoot (shift (shift V)) E n := rfl
    rw [a, b, c]
    linear_combination (V (n + 3) - E) * h1 - h0
```

## The determinant identity

The identity $u_{n+1} = D_n(V - E)$ now follows by induction on $n$ in steps of two, for all potentials at once. For $n = 0$, $u_1 = 1 = D_0$. For $n = 1$, $u_2 = V_1 - E = D_1(V - E)$. For $n + 2$ sites, the left-end recursion of the shooting values at index $n+1$, the induction hypothesis for $\sigma V$ on $n+1$ sites and for $\sigma^2 V$ on $n$ sites, and the Laplace recursion with $d = V - E$ give
$$u_{n+3} = (V_1 - E)u'_{n+2} - u''_{n+1} = (V_1 - E)\,D_{n+1}(\sigma V - E) - D_n(\sigma^2 V - E) = D_{n+2}(V - E).$$
The last equality uses that shifting commutes with subtracting a constant, $\sigma(V - E) = \sigma V - E$.

Read in words, `shoot_eq_det` says: for every energy `E`, every size `n` and every potential `V` with values in `R`, the value `shoot V E (n + 1)` equals the determinant of `chain V n - E • 1`, where `E • 1` is $E\,I$. There is no further hypothesis. The potential is quantified together with `n` so that the induction hypothesis can be applied to the shifted potentials, as `h0` and `h1` do. The rewrite by `chain_sub` moves $E$ into the diagonal, `hf` is the first equality above, and `exact hf` closes the goal because $\sigma(V - E)$ and $\sigma V - E$ unfold to the same function. The sign convention is $\det(H_n - E\,I)$, which as a polynomial in $E$ has leading term $(-E)^n$.

```lean
/-- The shooting value at site `n + 1` equals `det (H - E)` for the chain Hamiltonian `H`
on `n` sites. -/
theorem shoot_eq_det (E : R) : ∀ (n : ℕ) (V : ℕ → R),
    shoot V E (n + 1) = (chain V n - E • (1 : Matrix (Fin n) (Fin n) R)).det
  | 0, V => by
    rw [det_fin_zero]
    rfl
  | 1, V => by
    rw [det_fin_one]
    show (V 1 - E) * 1 - 0 = _
    simp [chain]
  | n + 2, V => by
    have h0 := shoot_eq_det E n (shift (shift V))
    have h1 := shoot_eq_det E (n + 1) (shift V)
    rw [chain_sub] at h0 h1 ⊢
    -- both sides obey the same recursion at the first site
    have hf := shoot_front V E (n + 1)
    rw [h1, h0] at hf
    rw [det_chain_succ_succ]
    exact hf
```

## The second-difference matrix

For $U = 0$ the diagonal is $V_j = 2$, and $H_n = \operatorname{tridiag}(-1, 2, -1)$ is $-\Delta^2$ times the discrete second derivative with hard walls. At $E = 0$ the recurrence is $u_{k+2} = 2u_{k+1} - u_k$, whose solution with $u_0 = 0$, $u_1 = 1$ is the straight line $u_k = k$, since $2(k+1) - k = k+2$. Therefore $\det H_n = u_{n+1} = n+1$: the values $1, 2, 3$ for $n = 0, 1, 2$.

The auxiliary statement `line` carries the pair $u_k = k$, $u_{k+1} = k+1$ through an ordinary induction, since each step needs two previous values. The right-hand side `(n : R) + 1` is the image of the integer $n+1$ in $R$. It is nonzero over the reals, while in a ring of characteristic $p$ it vanishes whenever $p$ divides $n+1$.

```lean
/-- The `n × n` second-difference matrix `tridiag(-1, 2, -1)` has determinant `n + 1`. -/
theorem det_laplacian (n : ℕ) : (chain (fun _ => (2 : R)) n).det = (n : R) + 1 := by
  -- at zero energy the shooting solution is the straight line `u k = k`
  have line : ∀ k : ℕ, shoot (fun _ => (2 : R)) 0 k = (k : R) ∧
      shoot (fun _ => (2 : R)) 0 (k + 1) = (k : R) + 1 := by
    intro k
    induction k with
    | zero =>
      refine ⟨?_, ?_⟩
      · show (0 : R) = _
        simp
      · show (1 : R) = _
        simp
    | succ k ih =>
      have s : shoot (fun _ => (2 : R)) 0 (k + 1 + 1) =
          (2 - 0) * shoot (fun _ => (2 : R)) 0 (k + 1) - shoot (fun _ => (2 : R)) 0 k := rfl
      refine ⟨?_, ?_⟩
      · rw [ih.2]
        push_cast
        ring
      · rw [s, ih.1, ih.2]
        push_cast
        ring
  have h := shoot_eq_det (0 : R) n (fun _ => (2 : R))
  rw [zero_smul, sub_zero, (line n).2] at h
  exact h.symm
```

## Zeros of the shooting value are eigenvalues

Let $n \ge 1$. If $u_{n+1} = 0$, the vector $\psi_j = u_j$, $j = 1, \dots, n$, meets both walls, satisfies every row of $H_n\psi = E\psi$, and is nonzero because $\psi_1 = 1$. Conversely, let $H_n\psi = E\psi$ with $\psi \ne 0$. The first $n-1$ rows force $\psi_j = \psi_1 u_j$, so $\psi_1 \ne 0$, and the last row reads $\psi_1 u_{n+1} = 0$. Concluding $u_{n+1} = 0$ requires that a product of nonzero elements be nonzero. This is part of the hypothesis `[IsDomain R]`, which also demands $1 \ne 0$; it holds for the real and complex numbers, the rationals and the integers. Modulo $4$, with $n = 1$ and $V_1 - E = 2$, the vector $\psi_1 = 2$ solves the equation while $u_2 = 2 \ne 0$. For $n = 0$ both sides of the equivalence are false: $u_1 = 1 \ne 0$, and the only vector with no components is zero.

The theorem states the equivalence between `shoot V E (n + 1) = 0` and the existence of `ψ : Fin n → R` with `ψ ≠ 0` and `chain V n *ᵥ ψ = E • ψ`, where `*ᵥ` is the matrix–vector product and the components of $\psi$ lie in $R$ itself. The Lean argument passes through the determinant: `shoot_eq_det` turns the left side into $\det(H_n - E\,I) = 0$, `Matrix.exists_mulVec_eq_zero_iff` equates this over a domain with a nonzero vector in the kernel, and `key` rewrites $(H_n - E\,I)\psi$ as $H_n\psi - E\psi$. The identification of the eigenvector with the shooting sequence, and the example modulo $4$, belong to the explanation above and are not among the verified statements.

```lean
/-- Shooting criterion over an integral domain: the shooting value at site `n + 1` vanishes
exactly when `H ψ = E ψ` has a nonzero solution on `n` sites. -/
theorem shoot_eq_zero_iff [IsDomain R] (V : ℕ → R) (E : R) (n : ℕ) :
    shoot V E (n + 1) = 0 ↔ ∃ ψ : Fin n → R, ψ ≠ 0 ∧ chain V n *ᵥ ψ = E • ψ := by
  have key : ∀ ψ : Fin n → R,
      (chain V n - E • (1 : Matrix (Fin n) (Fin n) R)) *ᵥ ψ = chain V n *ᵥ ψ - E • ψ := by
    intro ψ
    rw [sub_mulVec, smul_mulVec, one_mulVec]
  rw [shoot_eq_det, ← Matrix.exists_mulVec_eq_zero_iff]
  simp only [key, sub_eq_zero]
```

## Ratio of successive determinants

Fix $V$ and $E$ in a field $K$ and abbreviate $D_k = \det(H_k - E\,I) = u_{k+1}$. The recurrence at site $n+2$ is $u_{n+3} = (V_{n+2} - E)u_{n+2} - u_{n+1}$, that is $D_{n+2} = (V_{n+2} - E)D_{n+1} - D_n$. Dividing by $D_{n+1} \ne 0$,
$$\frac{D_{n+2}}{D_{n+1}} = V_{n+2} - E - \frac{D_n}{D_{n+1}} .$$
The left side is $u_{n+3}/u_{n+2}$, and
$$\frac{u_{n+3}}{u_{n+2}} = 1 + \Delta\cdot\frac{(u_{n+3} - u_{n+2})/\Delta}{u_{n+2}},$$
so it is one plus $\Delta$ times the forward-difference logarithmic derivative at site $n+2$. When also $D_n \ne 0$, the last term is the reciprocal of the preceding ratio $D_{n+1}/D_n$, and the relation propagates the ratio from one site to the next, a discrete analogue of the Riccati equation for $\psi'/\psi$. At $n = 0$ it reads $D_2/D_1 = V_2 - E - 1/(V_1 - E)$.

The hypothesis `h` says $D_{n+1} = u_{n+2} \ne 0$: the shooting solution does not vanish at site $n+2$, or equivalently $E$ is not an eigenvalue of the chain truncated to $n+1$ sites. Without it Lean's convention $x/0 = 0$ would turn the equation into $0 = V_{n+2} - E$, which is false in general. The code rewrites the three determinants as shooting values, states the recurrence as `s`, splits the quotient with `sub_div` and cancels $u_{n+2}/u_{n+2}$ with `div_self h`.

All four results are exact algebraic statements about a finite chain with uniform coupling $-1$ and hard walls at both ends. They say nothing about the limit $\Delta \to 0$, the discretisation error of the three-point formula, rounding in the recurrence, site-dependent couplings, periodic boundaries, or the counting of eigenvalues by sign changes of $u_j$.

```lean
/-- With `D m = det (H - E)` on `m` sites over a field and `D (n+1) ≠ 0`, the ratio of
successive determinants obeys `D (n+2) / D (n+1) = V (n+2) - E - D n / D (n+1)`. -/
theorem det_ratio_recursion {K : Type*} [Field K] (V : ℕ → K) (E : K) (n : ℕ)
    (h : (chain V (n + 1) - E • 1).det ≠ 0) :
    (chain V (n + 2) - E • 1).det / (chain V (n + 1) - E • 1).det =
      V (n + 2) - E - (chain V n - E • 1).det / (chain V (n + 1) - E • 1).det := by
  rw [← shoot_eq_det E (n + 1) V] at h
  rw [← shoot_eq_det E (n + 2) V, ← shoot_eq_det E (n + 1) V, ← shoot_eq_det E n V]
  have s : shoot V E (n + 2 + 1) =
      (V (n + 2) - E) * shoot V E (n + 1 + 1) - shoot V E (n + 1) := rfl
  rw [s, sub_div, mul_div_assoc, div_self h, mul_one]

end ShootingDeterminant
```

```lean
#print axioms ShootingDeterminant.shoot_eq_det
#print axioms ShootingDeterminant.det_laplacian
#print axioms ShootingDeterminant.shoot_eq_zero_iff
#print axioms ShootingDeterminant.det_ratio_recursion
```

```
'ShootingDeterminant.shoot_eq_det' depends on axioms: [propext, Classical.choice, Quot.sound]
'ShootingDeterminant.det_laplacian' depends on axioms: [propext, Classical.choice, Quot.sound]
'ShootingDeterminant.shoot_eq_zero_iff' depends on axioms: [propext, Classical.choice, Quot.sound]
'ShootingDeterminant.det_ratio_recursion' depends on axioms: [propext, Classical.choice, Quot.sound]
```
